# The leading Trotter error in the ring-polymer energy of a harmonic oscillator

How far is the energy of a ring polymer with P beads from the thermal energy of the quantum harmonic oscillator it represents? Here the P-bead partition function Z_P is a product of classical normal-mode factors, and the P-bead energy is −d ln Z_P/dβ. The springs between the beads depend on β, so for P > 1 this is not the mean classical energy of the beads and springs. For an oscillator of frequency ω > 0 at inverse temperature β > 0, the error falls off as P⁻², with an explicit coefficient. In path-integral simulation with the primitive Trotter splitting, where P is a convergence parameter, this gives the leading discretisation error for a single harmonic mode.

Units have ħ = 1 and β = 1/(k_B T). The letter x means the dimensionless ratio βω/2, not a position.

## The ring polymer and its energies

```lean
import Mathlib

open Filter
open scoped Real Topology

namespace RingPolymerTrotterError

noncomputable section
```

In what follows, `def` introduces a quantity, and `theorem` a statement whose proof comes after `:=`.

```lean
/-- Frequency of the `k`-th normal mode of a ring polymer with `P` beads in a harmonic well of
frequency `ω`, at inverse temperature `β` (units `ħ = 1`, domain `β > 0`, `P ≥ 1`). -/
def modeFrequency (ω β : ℝ) (P k : ℕ) : ℝ :=
  √(ω ^ 2 + (2 * P / β * Real.sin (π * k / P)) ^ 2)
```

The beads are joined by harmonic springs, and mode k = 0, …, P−1 has frequency

ω_k = √(ω² + (2P/β)² sin²(πk/P)).

In Lean, β and ω are real numbers (`ℝ`), while P and k are natural numbers (`ℕ`).

```lean
/-- Ring-polymer partition function: the product of the classical factors `1 / ((β/P) ω_k)` of
the normal modes (domain `ω, β > 0`, `P ≥ 1`). -/
def ringPartition (ω β : ℝ) (P : ℕ) : ℝ :=
  ∏ k ∈ Finset.range P, (β / P * modeFrequency ω β P k)⁻¹
```

Each mode contributes the classical partition function of an oscillator at inverse temperature β/P:

Z_P = ∏ₖ 1/((β/P) ω_k).

`Finset.range P` is the set 0, …, P−1.

```lean
/-- The angle `a_P = arsinh (x / P)` (domain `P ≥ 1`). -/
def beadAngle (x : ℝ) (P : ℕ) : ℝ := Real.arsinh (x / P)
```

The angle a_P is defined by sinh a_P = x/P.

```lean
/-- The `P`-bead energy `(ω/2) coth (P a_P) / cosh a_P` (domain `x > 0`, `P ≥ 1`). -/
def trotterEnergy (ω x : ℝ) (P : ℕ) : ℝ :=
  ω / 2 * (Real.cosh (P * beadAngle x P) / Real.sinh (P * beadAngle x P)) /
    Real.cosh (beadAngle x P)
```

This is E_P = (ω/2) coth(P a_P)/cosh a_P, with coth written as cosh/sinh.

```lean
/-- Thermal energy `(ω/2) coth x` of the quantum oscillator, `x = βω/2` (domain `x > 0`). -/
def exactEnergy (ω x : ℝ) : ℝ := ω / 2 * (Real.cosh x / Real.sinh x)
```

This is the quantum thermal energy E = (ω/2) coth x. One step is left to physics: the passage from the oscillator's Hamiltonian to the formulas for Z_P (by Trotter splitting) and E (without splitting). Both enter as definitions.

```lean
/-- The coefficient `(ω/2) (x² coth x / 2 - x³ / (6 sinh² x))` (domain `x > 0`). -/
def errorCoeff (ω x : ℝ) : ℝ :=
  ω / 2 * (x ^ 2 * (Real.cosh x / Real.sinh x) / 2 - x ^ 3 / (6 * Real.sinh x ^ 2))
```

Call this coefficient C:

C = (ω/2) (x² coth x/2 − x³/(6 sinh² x)).

## From normal modes to the energy

```lean
/-- The product over the normal modes of a ring of `P ≥ 1` beads in closed form. -/
theorem prod_modes (a : ℝ) {P : ℕ} (hP : 0 < P) :
    ∏ k ∈ Finset.range P, (4 * Real.sin (π * k / P) ^ 2 + 4 * Real.sinh a ^ 2)
      = (2 * Real.sinh (P * a)) ^ 2 := by
  have : NeZero P := ⟨hP.ne'⟩
  obtain ⟨ζ, hζ⟩ : ∃ ζ : ℂ, ζ = Complex.exp (2 * π * Complex.I / P) := ⟨_, rfl⟩
  have hz : IsPrimitiveRoot ζ P := hζ ▸ Complex.isPrimitiveRoot_exp P hP.ne'
  -- factorise over the roots of unity
  have h1 : ((Real.exp a : ℝ) : ℂ) ^ P - ((Real.exp (-a) : ℝ) : ℂ) ^ P
      = ∏ k ∈ Finset.range P, (((Real.exp a : ℝ) : ℂ) - ζ ^ k * ((Real.exp (-a) : ℝ) : ℂ)) := by
    rw [hz.pow_sub_pow_eq_prod_sub_mul _ _ hP]
    symm
    refine Finset.prod_bij (fun k _ => ζ ^ k) ?_ ?_ ?_ ?_
    · intro k _
      rw [Polynomial.mem_nthRootsFinset hP, ← pow_mul, mul_comm, pow_mul, hz.pow_eq_one, one_pow]
    · intro i hi j hj h
      exact hz.pow_inj (Finset.mem_range.1 hi) (Finset.mem_range.1 hj) h
    · intro b hb
      rw [Polynomial.mem_nthRootsFinset hP] at hb
      obtain ⟨i, hi, h⟩ := hz.eq_pow_of_pow_eq_one hb
      exact ⟨i, Finset.mem_range.2 hi, h⟩
    · intro k _
      rfl
  have hn : ∀ p q c s : ℝ, Complex.normSq ((p : ℂ) - (c + s * Complex.I) * q)
      = (p - c * q) ^ 2 + (s * q) ^ 2 := by
    intro p q c s
    simp [Complex.normSq_apply]
    ring
  -- the squared modulus of each factor is one normal-mode term
  have h2 : ∀ k : ℕ, Complex.normSq (((Real.exp a : ℝ) : ℂ) - ζ ^ k * ((Real.exp (-a) : ℝ) : ℂ))
      = 4 * Real.sin (π * k / P) ^ 2 + 4 * Real.sinh a ^ 2 := by
    intro k
    have hk : ζ ^ k = Complex.exp ((2 * (π * k / P) : ℝ) * Complex.I) := by
      rw [hζ, ← Complex.exp_nat_mul]
      congr 1
      push_cast
      ring
    rw [hk, Complex.exp_mul_I, ← Complex.ofReal_cos, ← Complex.ofReal_sin, hn, Real.sinh_eq]
    have hc : Real.cos (2 * (π * k / P)) = 1 - 2 * Real.sin (π * k / P) ^ 2 := by
      rw [Real.cos_two_mul, Real.cos_sq']
      ring
    have hpq : Real.exp a * Real.exp (-a) = 1 := by
      rw [← Real.exp_add, add_neg_cancel, Real.exp_zero]
    linear_combination Real.exp (-a) ^ 2 * Real.sin_sq_add_cos_sq (2 * (π * k / P))
      + (2 - 2 * Real.cos (2 * (π * k / P))) * hpq - 2 * hc
  have h3 : ((Real.exp a : ℝ) : ℂ) ^ P - ((Real.exp (-a) : ℝ) : ℂ) ^ P
      = ((2 * Real.sinh (P * a) : ℝ) : ℂ) := by
    rw [← Complex.ofReal_pow, ← Complex.ofReal_pow, ← Complex.ofReal_sub, ← Real.exp_nat_mul,
      ← Real.exp_nat_mul, Real.sinh_eq, mul_neg]
    congr 1
    ring
  rw [← Finset.prod_congr rfl (fun k _ => h2 k), ← map_prod, ← h1, h3, Complex.normSq_ofReal]
  ring
```

For real a and P ≥ 1, the theorem says

∏ₖ (4 sin²(πk/P) + 4 sinh² a) = (2 sinh(Pa))².

By hand, put ζ = exp(2πi/P) and factorise over the roots of unity (`h1`):

e^(Pa) − e^(−Pa) = ∏ₖ (e^a − ζᵏ e^(−a)).

The squared modulus of each factor (`h2`) is

e^(2a) + e^(−2a) − 2 cos(2πk/P) = 4 sinh² a + 4 sin²(πk/P).

The left side of the factorisation is 2 sinh(Pa) (`h3`), and squaring moduli gives the result. The tactic `linear_combination` proves an equation by adding multiples of known ones.

```lean
/-- For `ω, β > 0` and `P ≥ 1` the ring-polymer partition function is `1 / (2 sinh (P a_P))`
with `x = βω/2`. -/
theorem ringPartition_eq {ω β : ℝ} (hω : 0 < ω) (hβ : 0 < β) {P : ℕ} (hP : 0 < P) :
    ringPartition ω β P = (2 * Real.sinh (P * beadAngle (β * ω / 2) P))⁻¹ := by
  have hP' : (0 : ℝ) < P := Nat.cast_pos.2 hP
  have ha : 0 < beadAngle (β * ω / 2) P := Real.arsinh_pos_iff.2 (by positivity)
  have hs := Real.sinh_pos_iff.2 (mul_pos hP' ha)
  rw [ringPartition, Finset.prod_inv_distrib]
  congr 1
  refine (sq_eq_sq₀ (Finset.prod_nonneg fun k _ => ?_) (by positivity)).1 ?_
  · exact mul_nonneg (by positivity) (Real.sqrt_nonneg _)
  · rw [← prod_modes _ hP, ← Finset.prod_pow]
    refine Finset.prod_congr rfl fun k _ => ?_
    rw [modeFrequency, mul_pow, Real.sq_sqrt (by positivity), beadAngle, Real.sinh_arsinh]
    generalize Real.sin (π * k / P) = t
    field_simp
    ring
```

The hypotheses `hω`, `hβ` and `hP` say that ω, β and P are positive. Since sinh a_P = βω/(2P),

((β/P) ω_k)² = 4 sinh² a_P + 4 sin²(πk/P).

The previous theorem gives the product of these squares. Both sides are non-negative before squaring, so `sq_eq_sq₀` removes the squares, leaving

Z_P = 1/(2 sinh(P a_P)).

```lean
/-- For `ω, β > 0` and `P ≥ 1` the `P`-bead energy is `-d ln Z_P / dβ`. -/
theorem hasDerivAt_neg_log_ringPartition {ω β : ℝ} (hω : 0 < ω) (hβ : 0 < β) {P : ℕ}
    (hP : 0 < P) :
    HasDerivAt (fun b => -Real.log (ringPartition ω b P)) (trotterEnergy ω (β * ω / 2) P) β := by
  have hP' : (0 : ℝ) < P := Nat.cast_pos.2 hP
  have hS : Real.sinh (P * Real.arsinh (β * ω / 2 / P)) ≠ 0 :=
    (Real.sinh_pos_iff.2 (mul_pos hP' (Real.arsinh_pos_iff.2 (by positivity)))).ne'
  have h1 : HasDerivAt (fun b : ℝ => b * ω / 2 / P) (ω / 2 / P) β :=
    ((((hasDerivAt_id' β).mul_const ω).div_const 2).div_const (P : ℝ)).congr_deriv (by ring)
  have h4 := ((h1.arsinh.const_mul (P : ℝ)).sinh.const_mul 2).log (mul_ne_zero two_ne_zero hS)
  refine (h4.congr_of_eventuallyEq ?_).congr_deriv ?_
  · filter_upwards [eventually_gt_nhds hβ] with b hb
    rw [ringPartition_eq hω hb hP, Real.log_inv, neg_neg, beadAngle]
  · have key : ∀ C S r : ℝ, S ≠ 0 → r ≠ 0 →
        2 * (C * (P * (r⁻¹ * (ω / 2 / P)))) / (2 * S) = ω / 2 * (C / S) / r := by
      intro C S r h h'
      field_simp
    simp only [trotterEnergy, beadAngle, Real.cosh_arsinh, smul_eq_mul]
    exact key _ _ _ hS (Real.sqrt_pos.2 (by positivity)).ne'
```

`HasDerivAt f f' β` says that f has derivative f' at β. Here P and ω are fixed, and `b` is the varying inverse temperature. By hand, −ln Z_P = ln(2 sinh(P a_P)) and

da_P/dβ = (ω/(2P))/√(1 + x²/P²) = ω/(2P cosh a_P).

The chain rule gives

−d ln Z_P/dβ = coth(P a_P) · P · ω/(2P cosh a_P) = E_P.

Lean builds the same chain in `h1` and `h4`; `key` does the final cancellation.

## The P⁻² term

```lean
/-- The leading nonlinearity of the bead angle: `(arsinh u - u) / u³ → -1/6` as `u → 0⁺`. -/
theorem arsinh_cubic :
    Tendsto (fun u : ℝ => (Real.arsinh u - u) / u ^ 3) (𝓝[>] 0) (𝓝 (-1 / 6)) := by
  have hc : Continuous fun u : ℝ => Real.arsinh u - u :=
    Real.continuous_arsinh.sub continuous_id
  have hd : Continuous fun u : ℝ => -1 / (3 * √(1 + u ^ 2) * (1 + √(1 + u ^ 2))) := by
    refine continuous_const.div (by fun_prop) fun u => ?_
    have : 0 < √(1 + u ^ 2) := Real.sqrt_pos.2 (by positivity)
    positivity
  -- L'Hôpital's rule
  refine HasDerivAt.lhopital_zero_nhdsGT (f' := fun u => (√(1 + u ^ 2))⁻¹ - 1)
    (g' := fun u => 3 * u ^ 2)
    (Eventually.of_forall fun u => (Real.hasDerivAt_arsinh u).fun_sub (hasDerivAt_id' u))
    (Eventually.of_forall fun u => by simpa using hasDerivAt_pow 3 u) ?_
    ((hc.tendsto' 0 0 (by simp)).mono_left nhdsWithin_le_nhds)
    (((continuous_pow 3).tendsto' 0 0 (by simp)).mono_left nhdsWithin_le_nhds) ?_
  · filter_upwards [self_mem_nhdsWithin] with u hu
    have hu' : (0 : ℝ) < u := hu
    positivity
  · refine ((hd.tendsto' 0 (-1 / 6) (by norm_num)).mono_left nhdsWithin_le_nhds).congr' ?_
    filter_upwards [self_mem_nhdsWithin] with u hu
    have hu' : (0 : ℝ) < u := hu
    have hs : 0 < √(1 + u ^ 2) := Real.sqrt_pos.2 (by positivity)
    have hq : √(1 + u ^ 2) ^ 2 = 1 + u ^ 2 := Real.sq_sqrt (by positivity)
    have hi := inv_mul_cancel₀ hs.ne'
    rw [div_eq_div_iff (by positivity) (by positivity)]
    linear_combination 3 * hq - 3 * (1 + √(1 + u ^ 2)) * hi
```

`Tendsto` expresses a limit, and `𝓝[>] 0` means approach to 0 from above. Numerator and denominator both vanish there, so L'Hôpital's rule applies. With s = √(1 + u²), the ratio of derivatives is

(1/s − 1)/(3u²) = −1/(3s(1 + s)) → −1/6,

because u² = (s − 1)(s + 1).

```lean
/-- If `c_n (y_n - x) → v` and `y_n → x`, then `c_n (f(y_n) - f(x)) → f'(x) v` for `f`
differentiable at `x`. -/
theorem tendsto_scaled_increment {f : ℝ → ℝ} {f' x v : ℝ} {c y : ℕ → ℝ}
    (hf : HasDerivAt f f' x) (hy : Tendsto y atTop (𝓝 x))
    (h : Tendsto (fun n => c n * (y n - x)) atTop (𝓝 v)) :
    Tendsto (fun n => c n * (f (y n) - f x)) atTop (𝓝 (f' * v)) := by
  have h1 : Tendsto (fun n => dslope f x (y n)) atTop (𝓝 f') := by
    have h2 := (continuousAt_dslope_same.2 hf.differentiableAt).tendsto.comp hy
    rwa [dslope_same, hf.deriv] at h2
  refine (h1.mul h).congr fun n => ?_
  have h3 := sub_smul_dslope f x (y n)
  rw [smul_eq_mul] at h3
  linear_combination c n * h3
```

This lemma carries a small shift through a differentiable function f. For y_n ≠ x,

c_n (f(y_n) − f(x)) = [(f(y_n) − f(x))/(y_n − x)] · c_n (y_n − x).

The bracket tends to f'(x) and the other factor to v. Lean's `dslope` is this difference quotient, assigned the value f'(x) at y_n = x, so that case needs no separate treatment.

```lean
/-- For `x > 0` the shift of `P a_P` from `x` obeys `P² (P a_P - x) → -x³/6`. -/
theorem tendsto_angle_shift {x : ℝ} (hx : 0 < x) :
    Tendsto (fun P : ℕ => (P : ℝ) ^ 2 * (P * beadAngle x P - x)) atTop (𝓝 (-(x ^ 3 / 6))) := by
  have hu : Tendsto (fun P : ℕ => x / (P : ℝ)) atTop (𝓝[>] 0) := by
    refine tendsto_nhdsWithin_iff.2 ⟨tendsto_const_div_atTop_nhds_zero_nat x, ?_⟩
    filter_upwards [eventually_gt_atTop 0] with P hP
    exact div_pos hx (Nat.cast_pos.2 hP)
  have h := (arsinh_cubic.comp hu).const_mul (x ^ 3)
  rw [show x ^ 3 * (-1 / 6) = -(x ^ 3 / 6) by ring] at h
  refine h.congr' ?_
  filter_upwards [eventually_gt_atTop 0] with P hP
  have hP' : (0 : ℝ) < P := Nat.cast_pos.2 hP
  simp only [Function.comp_apply, beadAngle]
  generalize Real.arsinh (x / P) = a
  field_simp
```

With u = x/P,

P² (P a_P − x) = x³ (arsinh u − u)/u³ → −x³/6.

`atTop` means P → ∞.

```lean
/-- Leading Trotter error: for `x > 0`, `P² (E - E_P)` converges to
`(ω/2) (x² coth x / 2 - x³ / (6 sinh² x))` as the number of beads `P` grows. -/
theorem tendsto_trotter_error (ω : ℝ) {x : ℝ} (hx : 0 < x) :
    Tendsto (fun P : ℕ => (P : ℝ) ^ 2 * (exactEnergy ω x - trotterEnergy ω x P)) atTop
      (𝓝 (errorCoeff ω x)) := by
  have hsx : Real.sinh x ≠ 0 := (Real.sinh_pos_iff.2 hx).ne'
  have hA := tendsto_angle_shift hx
  have hy : Tendsto (fun P : ℕ => (P : ℝ) * beadAngle x P) atTop (𝓝 x) := by
    have h0 : Tendsto (fun P : ℕ => ((P : ℝ) ^ 2)⁻¹) atTop (𝓝 0) :=
      tendsto_inv_atTop_zero.comp
        ((tendsto_pow_atTop two_ne_zero).comp tendsto_natCast_atTop_atTop)
    have h1 := (h0.mul hA).add_const x
    rw [zero_mul, zero_add] at h1
    refine h1.congr' ?_
    filter_upwards [eventually_gt_atTop 0] with P hP
    have hP' : (P : ℝ) ^ 2 ≠ 0 := pow_ne_zero 2 (Nat.cast_pos.2 hP).ne'
    rw [inv_mul_cancel_left₀ hP', sub_add_cancel]
  have hcoth : HasDerivAt (fun y => Real.cosh y / Real.sinh y) (-1 / Real.sinh x ^ 2) x := by
    refine ((Real.hasDerivAt_cosh x).fun_div (Real.hasDerivAt_sinh x) hsx).congr_deriv ?_
    congr 1
    linear_combination -(Real.cosh_sq x)
  -- error from the shifted argument of coth
  have hB := tendsto_scaled_increment hcoth hy hA
  have hK := hcoth.continuousAt.tendsto.comp hy
  -- error from the prefactor 1 / cosh a_P
  have hC : Tendsto (fun P : ℕ => (P : ℝ) ^ 2 * (1 - (Real.cosh (beadAngle x P))⁻¹)) atTop
      (𝓝 (x ^ 2 / 2)) := by
    have hd : Continuous fun u : ℝ => x ^ 2 / (√(1 + u ^ 2) * (1 + √(1 + u ^ 2))) := by
      refine continuous_const.div (by fun_prop) fun u => ?_
      have : 0 < √(1 + u ^ 2) := Real.sqrt_pos.2 (by positivity)
      positivity
    refine ((hd.tendsto' 0 (x ^ 2 / 2) (by norm_num)).comp
      (tendsto_const_div_atTop_nhds_zero_nat x)).congr' ?_
    filter_upwards [eventually_gt_atTop 0] with P hP
    have hP' : (0 : ℝ) < P := Nat.cast_pos.2 hP
    have hs : 0 < √(1 + (x / P) ^ 2) := Real.sqrt_pos.2 (by positivity)
    have hq : √(1 + (x / P) ^ 2) ^ 2 = 1 + (x / P) ^ 2 := Real.sq_sqrt (by positivity)
    simp only [Function.comp_apply, beadAngle, Real.cosh_arsinh]
    generalize √(1 + (x / P) ^ 2) = s at hs hq ⊢
    have hx2 : x ^ 2 = (P : ℝ) ^ 2 * (s ^ 2 - 1) := by
      rw [hq, add_sub_cancel_left]
      field_simp
    rw [hx2, div_eq_iff (by positivity)]
    have hi := inv_mul_cancel₀ hs.ne'
    linear_combination (P : ℝ) ^ 2 * (1 + s) * hi
  have h := ((hK.mul hC).sub hB).const_mul (ω / 2)
  have e : ω / 2 * (Real.cosh x / Real.sinh x * (x ^ 2 / 2)
      - -1 / Real.sinh x ^ 2 * -(x ^ 3 / 6)) = errorCoeff ω x := by
    rw [errorCoeff]
    ring
  rw [e] at h
  refine h.congr fun P => ?_
  simp only [Function.comp_apply, exactEnergy, trotterEnergy]
  ring
```

This is the main result: for x > 0, P² (E − E_P) → C. Lean treats ω and x as separate arguments, so no sign condition on ω appears; in the physical case x = βω/2 with ω, β > 0. Split the error as

P² (E − E_P) = (ω/2) [coth(P a_P) · P² (1 − 1/cosh a_P) − P² (coth(P a_P) − coth x)].

For the first term, let s = cosh a_P = √(1 + x²/P²). Then

P² (1 − 1/s) = x²/(s(1 + s)) → x²/2,

which is `hC`. The shift of order P⁻² also gives P a_P → x (`hy`), hence coth(P a_P) → coth x (`hK`). For the second term, coth has derivative −1/sinh² x, so the increment lemma gives

P² (coth(P a_P) − coth x) → x³/(6 sinh² x),

which is `hB`. Subtracting and multiplying by ω/2 yields C.

## The sign of the error and its extrapolation

```lean
/-- For `ω, x > 0` the `P`-bead energy lies below the exact one for all large `P`. -/
theorem eventually_trotterEnergy_lt {ω x : ℝ} (hω : 0 < ω) (hx : 0 < x) :
    ∀ᶠ P : ℕ in atTop, trotterEnergy ω x P < exactEnergy ω x := by
  have hs : x < Real.sinh x := Real.self_lt_sinh_iff.2 hx
  have hs0 : 0 < Real.sinh x := hx.trans hs
  have hc := Real.one_le_cosh x
  -- the coefficient is positive because x < sinh x and 1 ≤ cosh x
  have hpos : 0 < errorCoeff ω x := by
    have e : errorCoeff ω x = ω / 2 * (x ^ 2 * (3 * Real.cosh x * Real.sinh x - x)
        / (6 * Real.sinh x ^ 2)) := by
      rw [errorCoeff]
      field_simp
      ring
    have h3 : 0 < 3 * Real.cosh x * Real.sinh x - x := by nlinarith
    rw [e]
    positivity
  filter_upwards [(tendsto_trotter_error ω hx).eventually (lt_mem_nhds hpos)] with P h
  by_contra hn
  nlinarith [mul_nonneg (sq_nonneg (P : ℝ)) (sub_nonneg.2 (not_lt.1 hn))]
```

`∀ᶠ P in atTop` means "for all sufficiently large P"; no threshold is given. Over a common denominator,

C = (ω/2) x² (3 cosh x sinh x − x)/(6 sinh² x).

This is positive because sinh x > x and cosh x ≥ 1. Hence P² (E − E_P) is eventually positive, and E_P < E.

```lean
/-- Richardson extrapolation: for `x > 0` the error of `(4 E_{2P} - E_P) / 3`, multiplied by
`P²`, tends to zero. -/
theorem tendsto_richardson_error (ω : ℝ) {x : ℝ} (hx : 0 < x) :
    Tendsto (fun P : ℕ => (P : ℝ) ^ 2 *
      (exactEnergy ω x - (4 * trotterEnergy ω x (2 * P) - trotterEnergy ω x P) / 3))
      atTop (𝓝 0) := by
  have h := tendsto_trotter_error ω hx
  have h2 : Tendsto (fun P : ℕ => 2 * P) atTop atTop :=
    tendsto_atTop_mono (fun n => by simp only [id]; omega) tendsto_id
  have h3 := ((h.comp h2).sub h).div_const 3
  rw [sub_self, zero_div] at h3
  refine h3.congr fun P => ?_
  simp only [Function.comp_apply, Nat.cast_mul, Nat.cast_ofNat]
  ring

end

end RingPolymerTrotterError
```

Combining the energies E_P and E_{2P} in this way removes the leading error:

P² (E − (4E_{2P} − E_P)/3) = [(2P)² (E − E_{2P}) − P² (E − E_P)]/3 → (C − C)/3 = 0.

The remaining error is therefore smaller than order P⁻²; the theorem does not give its rate.

For a numerical instance, take ω = 2 and β = 1, so x = 1, E = coth 1 ≈ 1.3130 and C ≈ 0.5358. The addition formulas give:

- P = 1: E_1 = 1, and P² (E − E_P) ≈ 0.313.
- P = 2: E_2 = 1.5/1.25 = 1.2, and P² (E − E_P) ≈ 0.452.
- P = 4: E_4 = 1.53125/1.1953125 ≈ 1.2810, and P² (E − E_P) ≈ 0.512.

The scaled errors move towards C. The extrapolated value (4E_4 − E_2)/3 ≈ 1.3081 misses E by about 0.005, compared with 0.032 for E_4.

```lean
#print axioms RingPolymerTrotterError.hasDerivAt_neg_log_ringPartition
#print axioms RingPolymerTrotterError.tendsto_trotter_error
#print axioms RingPolymerTrotterError.eventually_trotterEnergy_lt
#print axioms RingPolymerTrotterError.tendsto_richardson_error
```

```
'RingPolymerTrotterError.hasDerivAt_neg_log_ringPartition' depends on axioms: [propext, Classical.choice, Quot.sound]
'RingPolymerTrotterError.tendsto_trotter_error' depends on axioms: [propext, Classical.choice, Quot.sound]
'RingPolymerTrotterError.eventually_trotterEnergy_lt' depends on axioms: [propext, Classical.choice, Quot.sound]
'RingPolymerTrotterError.tendsto_richardson_error' depends on axioms: [propext, Classical.choice, Quot.sound]
```
